# An observable odd under one spin flip has zero mean over equally likely spin configurations

Take a finite set of sites, each carrying a classical spin of value `1` or `-1`, with all configurations equally likely. The theorem says that if negating the component at one fixed site `i` reverses the sign of a real observable `f`, then the mean of `f` over these configurations is zero. The hypothesis is asked at every real vector, not only at vectors of signs, while the mean is the sum over sign vectors divided by 2 to the number of sites. The proof encodes configurations as Boolean patterns and notes that flipping the entry at `i` is its own inverse, so it permutes the patterns. The sum of `f` is then equal to its own negative, and so vanishes.

As first written in Lean, the proof fails:

```lean
import Mathlib

open Matrix Finset

namespace MeanEqZeroOfFlip

noncomputable section

variable {ι : Type*} [Fintype ι] [DecidableEq ι]

/-- The vector of signs `±1` encoded by a pattern of Booleans. -/
def signVec (b : ι → Bool) : ι → ℝ := fun i => if b i then 1 else -1

/-- The average of an observable over all sign vectors, each equally likely. -/
def mean (f : (ι → ℝ) → ℝ) : ℝ :=
  (∑ b : ι → Bool, f (signVec b)) / 2 ^ Fintype.card ι

/-- If negating the component at a fixed site `i` reverses the sign of an observable at every real
vector, then its average over the sign vectors is zero. -/
theorem mean_eq_zero_of_flip {f : (ι → ℝ) → ℝ} (i : ι)
    (hf : ∀ s, f (Function.update s i (-s i)) = -f s) : mean f = 0 := by
  have hinv : Function.Involutive
      (fun b : ι → Bool => Function.update b i (!b i)) := by
    intro b
    simp
  have hs : ∀ b : ι → Bool, signVec (Function.update b i (!b i)) =
      Function.update (signVec b) i (-signVec b i) := by
    intro b
    ext j
    by_cases h : j = i
    · subst h
      cases hb : b j <;> simp [signVec, hb]
    · simp [signVec, h]
  have hodd : ∀ b : ι → Bool, f (signVec (hinv.toPerm b)) = -f (signVec b) := by
    intro b
    change f (signVec (Function.update b i (!b i))) = _
    rw [hs, hf]
  -- flipping permutes the sign vectors, so the sum equals its own negative
  have h := Equiv.sum_comp hinv.toPerm (fun b => f (signVec b))
  simp only [hodd, Finset.sum_neg_distrib] at h
  have h0 : ∑ b : ι → Bool, f (signVec b) = 0 := by linarith
  simp [mean, h0]

end

end MeanEqZeroOfFlip
```

The error:

```
Main.lean:34:41: error: Application type mismatch: The argument
  Function.Involutive.toPerm ?m.103 ?m.104
has type
  Equiv.Perm ?m.101
but is expected to have type
  ι → Bool
in the application
  signVec (Function.Involutive.toPerm ?m.103 ?m.104)
```

Diagnosis. The error lies in the statement of `hodd`, at `hinv.toPerm b`. `Function.Involutive.toPerm` takes two explicit arguments: a function, then the proof that it is involutive. Dot notation supplies `hinv` as the proof, so Lean reads `b` as the function and not as the pattern to be permuted. The result is a whole permutation, of type `Equiv.Perm`, where `signVec` expects a pattern of type `ι → Bool`.

The repair writes `(Function.Involutive.toPerm _ hinv) b`. The underscore lets Lean infer the function from `hinv`, and the parentheses complete the permutation before it is applied to `b`, which gives a pattern as required.

The diff spells out the permutation in the same way in `Equiv.sum_comp`. There `hinv.toPerm` is not followed by a pattern of its own, and no message concerns it, so the messages do not show that this second change was needed; it does make the two uses match.

After these edits no error is left:

```diff
@@ -32,10 +32,11 @@
       cases hb : b j <;> simp [signVec, hb]
     · simp [signVec, h]
-  have hodd : ∀ b : ι → Bool, f (signVec (hinv.toPerm b)) = -f (signVec b) := by
+  have hodd : ∀ b : ι → Bool,
+      f (signVec ((Function.Involutive.toPerm _ hinv) b)) = -f (signVec b) := by
     intro b
     change f (signVec (Function.update b i (!b i))) = _
     rw [hs, hf]
   -- flipping permutes the sign vectors, so the sum equals its own negative
-  have h := Equiv.sum_comp hinv.toPerm (fun b => f (signVec b))
+  have h := Equiv.sum_comp (Function.Involutive.toPerm _ hinv) (fun b => f (signVec b))
   simp only [hodd, Finset.sum_neg_distrib] at h
   have h0 : ∑ b : ι → Bool, f (signVec b) = 0 := by linarith
```
